# A complex function of three arguments that is symmetric in the first two and antisymmetric in the last two is zero

Let $F(x,y,z)$ be a complex function whose three arguments come from the same set. Suppose that exchanging the first two arguments leaves it unchanged and that exchanging the last two reverses its sign:

$$F(y,x,z)=F(x,y,z),\qquad F(x,z,y)=-F(x,y,z).$$

Apply the two rules alternately, starting with the last pair:

$$\begin{aligned}
F(x,y,z)&=-F(x,z,y)=-F(z,x,y)=F(z,y,x)\\
&=F(y,z,x)=-F(y,x,z)=-F(x,y,z).
\end{aligned}$$

Six exchanges restore the original order, but three of them contribute a minus sign. Hence $2F(x,y,z)=0$, and $F$ vanishes everywhere.

The same conflict constrains wavefunctions of any number of particles. If every exchange of two distinct particles multiplies a nonzero wavefunction by some constant, then these constants are all $1$ or all $-1$. The assumption of a constant factor stands for indistinguishability: exchanging identical particles gives the same physical state, so the wavefunction can change only by a number.

## Packed amplitudes and antisymmetry checks

Electronic-structure codes often store many-index amplitudes only for ordered indices and rebuild the other entries from exchange signs. If a three-index array is declared symmetric in its first pair and antisymmetric in its last pair, the only consistent content is zero. Symmetrising the first pair and then antisymmetrising the last does not evade this: if the result is nonzero, it no longer has the first symmetry.

In quantum mechanics, the result separates bosonic from fermionic wavefunctions, provided that every pair exchange acts by a constant factor. Under that assumption, comparing one exchanged pair at one configuration where the wavefunction is nonzero fixes the sign for all pairs. Without it, a single comparison does not fix how the other exchanges act.

## From two exchanges to one common sign

Label the particles by $i,j,k,\ldots$ and let a configuration $x$ assign a coordinate to each label. Write $s_{ij}$ for the exchange of labels $i$ and $j$, and $x\circ s_{ij}$ for the configuration with those two coordinates exchanged. The wavefunction $\psi$ has exchange factor $c$ for this pair if, for every $x$,

$$\psi(x\circ s_{ij})=c\,\psi(x).$$

Exchanging twice restores the configuration, so $\psi(x)=c^2\psi(x)$. Choosing an $x$ with $\psi(x)\ne0$ gives $c^2=1$.

Now let $i\ne j$ and $j\ne k$, and let $a$ and $b$ be the factors for the pairs $i,j$ and $j,k$. The exchanges satisfy the braid relation

$$s_{ij}s_{jk}s_{ij}=s_{jk}s_{ij}s_{jk}.$$

For three different labels, both sides exchange $i$ and $k$ and leave $j$ in place. If $i=k$, the two exchanges are the same and the relation is immediate. Evaluating $\psi$ along both sides gives

$$aba\,\psi(x)=bab\,\psi(x).$$

At a point where $\psi(x)\ne0$, this becomes $a^2b=b^2a$. Since $a^2=b^2=1$, it follows that $a=b$.

Take any two pairs $i,j$ and $k,l$, with factors $c_{ij}$ and $c_{kl}$. If $j=k$, they share a particle and their factors agree. Otherwise the pair $j,k$ links them:

$$c_{ij}=c_{jk}=c_{kl}.$$

All factors therefore have one common value. Its square is $1$, so $(c-1)(c+1)=0$ and the value is $1$ or $-1$.

## Lean source

```lean
import Mathlib

namespace ExchangeSymmetry

variable {ι X : Type*} [DecidableEq ι]

/-- Exchanging the coordinates of particles `i` and `j` multiplies the wavefunction `ψ` by the
complex number `c`, at every configuration. -/
def HasExchangeFactor (ψ : (ι → X) → ℂ) (i j : ι) (c : ℂ) : Prop :=
  ∀ x : ι → X, ψ (x ∘ Equiv.swap i j) = c * ψ x

/-- The exchange factor of a nonzero wavefunction squares to one. -/
theorem exchange_factor_sq {ψ : (ι → X) → ℂ} (hψ : ψ ≠ 0) {i j : ι} {c : ℂ}
    (h : HasExchangeFactor ψ i j c) : c ^ 2 = 1 := by
  obtain ⟨x, hx⟩ := Function.ne_iff.mp hψ
  rw [Pi.zero_apply] at hx
  -- exchanging twice restores the configuration
  have e : (x ∘ Equiv.swap i j) ∘ Equiv.swap i j = x := by
    funext k
    simp
  have h2 := h (x ∘ Equiv.swap i j)
  rw [e, h x] at h2
  apply mul_right_cancel₀ hx
  linear_combination -h2

/-- Braid relation: for `i ≠ j` and `j ≠ k`, the exchanges of `i, j` and of `j, k`, applied
alternately three times, give the same permutation whichever comes first. -/
theorem exchange_braid {i j k : ι} (hij : i ≠ j) (hjk : j ≠ k) (l : ι) :
    Equiv.swap i j (Equiv.swap j k (Equiv.swap i j l)) =
      Equiv.swap j k (Equiv.swap i j (Equiv.swap j k l)) := by
  grind [Equiv.swap_apply_def]

/-- For a nonzero wavefunction, two exchanges of distinct particles that have a particle `j` in
common carry the same factor. -/
theorem exchange_factor_eq_of_shared {ψ : (ι → X) → ℂ} (hψ : ψ ≠ 0) {i j k : ι}
    (hij : i ≠ j) (hjk : j ≠ k) {a b : ℂ}
    (ha : HasExchangeFactor ψ i j a) (hb : HasExchangeFactor ψ j k b) : a = b := by
  have ha2 := exchange_factor_sq hψ ha
  have hb2 := exchange_factor_sq hψ hb
  obtain ⟨x, hx⟩ := Function.ne_iff.mp hψ
  rw [Pi.zero_apply] at hx
  have braid : ((x ∘ Equiv.swap i j) ∘ Equiv.swap j k) ∘ Equiv.swap i j =
      ((x ∘ Equiv.swap j k) ∘ Equiv.swap i j) ∘ Equiv.swap j k := by
    funext l
    exact congrArg x (exchange_braid hij hjk l)
  -- evaluate the wavefunction along both sides of the braid relation
  have e := congrArg ψ braid
  rw [ha ((x ∘ Equiv.swap i j) ∘ Equiv.swap j k), hb (x ∘ Equiv.swap i j), ha x,
    hb ((x ∘ Equiv.swap j k) ∘ Equiv.swap i j), ha (x ∘ Equiv.swap j k), hb x] at e
  apply mul_right_cancel₀ hx
  linear_combination -e + b * ψ x * ha2 - a * ψ x * hb2

/-- If every exchange of two distinct particles multiplies a nonzero wavefunction by some complex
factor, then all these factors are `1` or all of them are `-1`. -/
theorem all_symmetric_or_all_antisymmetric {ψ : (ι → X) → ℂ} (hψ : ψ ≠ 0) (c : ι → ι → ℂ)
    (h : ∀ i j, i ≠ j → HasExchangeFactor ψ i j (c i j)) :
    (∀ i j, i ≠ j → c i j = 1) ∨ (∀ i j, i ≠ j → c i j = -1) := by
  -- any two pairs are linked through a pair sharing a particle with each
  have same : ∀ i j k l, i ≠ j → k ≠ l → c i j = c k l := by
    intro i j k l hij hkl
    by_cases hjk : j = k
    · subst hjk
      exact exchange_factor_eq_of_shared hψ hij hkl (h _ _ hij) (h _ _ hkl)
    · exact (exchange_factor_eq_of_shared hψ hij hjk (h _ _ hij) (h _ _ hjk)).trans
        (exchange_factor_eq_of_shared hψ hjk hkl (h _ _ hjk) (h _ _ hkl))
  by_cases hall : ∀ i j, i ≠ j → c i j = 1
  · exact Or.inl hall
  · right
    intro k l hkl
    have hsq := exchange_factor_sq hψ (h k l hkl)
    have hprod : (c k l - 1) * (c k l + 1) = 0 := by linear_combination hsq
    rcases mul_eq_zero.mp hprod with h1 | h1
    · exact absurd (fun i j hij => (same i j k l hij hkl).trans (sub_eq_zero.mp h1)) hall
    · exact eq_neg_of_add_eq_zero_left h1

/-- A wavefunction that is symmetric under exchange of the distinct particles `i, j` and
antisymmetric under exchange of the distinct particles `j, k` vanishes identically. -/
theorem mixed_exchange_eq_zero {ψ : (ι → X) → ℂ} {i j k : ι} (hij : i ≠ j) (hjk : j ≠ k)
    (hs : HasExchangeFactor ψ i j 1) (ha : HasExchangeFactor ψ j k (-1)) : ψ = 0 := by
  by_contra hψ
  have h := exchange_factor_eq_of_shared hψ hij hjk hs ha
  norm_num at h

/-- A complex function of three arguments that is symmetric in the first two and antisymmetric
in the last two is zero everywhere. -/
theorem three_argument_mixed_exchange (F : X → X → X → ℂ)
    (hs : ∀ x y z, F y x z = F x y z) (ha : ∀ x y z, F x z y = -F x y z) :
    ∀ x y z, F x y z = 0 := by
  intro x y z
  -- six alternating exchanges return to the start with the opposite sign
  linear_combination (1 / 2 : ℂ) * (ha x y z - hs z x y - ha z y x + hs y z x
    + ha y x z - hs x y z)

/-- The product of all coordinate differences of three particles. -/
def vandermondeThree (x : Fin 3 → ℂ) : ℂ :=
  (x 0 - x 1) * (x 0 - x 2) * (x 1 - x 2)

/-- The three-particle product of coordinate differences is a nonzero wavefunction with exchange
factor `-1` for every pair of distinct particles. -/
theorem all_symmetric_or_all_antisymmetric_witness :
    vandermondeThree ≠ 0 ∧
      ∀ i j : Fin 3, i ≠ j → HasExchangeFactor vandermondeThree i j (-1) := by
  constructor
  · intro h
    have h1 := congrFun h (fun i => if i = 0 then 2 else if i = 1 then 1 else 0)
    simp only [vandermondeThree, Pi.zero_apply, Fin.reduceEq, one_ne_zero, ↓reduceIte] at h1
    norm_num at h1
  · intro i j hij x
    -- equal labels are excluded; the other cases are polynomial identities
    fin_cases i <;> fin_cases j <;> first
      | exact absurd rfl hij
      | (simp [vandermondeThree, Equiv.swap_apply_def]; ring)

/-- A four-particle amplitude: the sum of the first two coordinates times the difference of the
last two. -/
def pairedAmplitude (x : Fin 4 → ℂ) : ℂ :=
  (x 0 + x 1) * (x 2 - x 3)

/-- Exchanges of disjoint pairs can carry opposite signs: the four-particle amplitude is nonzero,
symmetric in its first two particles and antisymmetric in its last two. -/
theorem disjoint_pairs_mixed_signs :
    pairedAmplitude ≠ 0 ∧ HasExchangeFactor pairedAmplitude 0 1 1 ∧
      HasExchangeFactor pairedAmplitude 2 3 (-1) := by
  refine ⟨?_, ?_, ?_⟩
  · intro h
    have h1 := congrFun h (fun i => if i = 0 then 1 else if i = 2 then 1 else 0)
    simp only [pairedAmplitude, Pi.zero_apply, Fin.reduceEq, one_ne_zero, ↓reduceIte] at h1
    norm_num at h1
  · intro x
    simp [pairedAmplitude, Equiv.swap_apply_def, -mul_eq_mul_right_iff, -mul_eq_mul_left_iff]
    ring
  · intro x
    simp [pairedAmplitude, Equiv.swap_apply_def, -mul_eq_mul_right_iff, -mul_eq_mul_left_iff]
    ring

end ExchangeSymmetry
```

```lean
#print axioms ExchangeSymmetry.all_symmetric_or_all_antisymmetric
#print axioms ExchangeSymmetry.mixed_exchange_eq_zero
#print axioms ExchangeSymmetry.three_argument_mixed_exchange
#print axioms ExchangeSymmetry.disjoint_pairs_mixed_signs
```

```
'ExchangeSymmetry.all_symmetric_or_all_antisymmetric' depends on axioms: [propext, Classical.choice, Quot.sound]
'ExchangeSymmetry.mixed_exchange_eq_zero' depends on axioms: [propext, Classical.choice, Quot.sound]
'ExchangeSymmetry.three_argument_mixed_exchange' depends on axioms: [propext, Classical.choice, Quot.sound]
'ExchangeSymmetry.disjoint_pairs_mixed_signs' depends on axioms: [propext, Classical.choice, Quot.sound]
```

## Labels, coordinates and factors in Lean

The type `ι` holds the particle labels and `X` the possible coordinates of one particle. A coordinate may be a position, a position with spin, or an orbital index. A configuration is a function `ι → X`, and `Equiv.swap i j` is $s_{ij}$. The definition `HasExchangeFactor ψ i j c` requires the exchange relation at every configuration, with one complex number `c`. This factor is not the exchange energy or an exchange integral of electronic-structure theory; those are quantities that arise from the antisymmetry of the electronic wavefunction.

The theorem `all_symmetric_or_all_antisymmetric` takes a nonzero `ψ` and a factor `c i j` for each pair of distinct labels. It concludes that all these factors are `1` or all are `-1`. Neither type has to be finite. With two particles there is one exchange, whose sign may be either; with fewer there is none, and both alternatives hold vacuously.

The theorem `mixed_exchange_eq_zero` needs only two exchanges, with factors `1` and `-1` and the particle `j` in common, and concludes that `ψ = 0`. The opening result is `three_argument_mixed_exchange`, stated for an ordinary function of three arguments.

## The algebra behind the tactics

In `exchange_factor_sq`, `Function.ne_iff` supplies a configuration where the wavefunction is nonzero. The equation `e` says that two exchanges restore it, and `mul_right_cancel₀` cancels the nonzero amplitude.

The lemma `exchange_braid` proves the braid relation label by label; `grind` handles the cases in the definition of a swap. In `exchange_factor_eq_of_shared`, this relation becomes an equality of configurations. Rewriting with `ha` and `hb` produces $aba\,\psi(x)=bab\,\psi(x)$, and `linear_combination` uses the two squared factors to obtain $a=b$.

The main theorem first establishes `same`, the equality of factors for any two pairs, by distinguishing $j=k$ from $j\ne k$. It then factors $c^2-1$ to obtain the two signs. The theorem `mixed_exchange_eq_zero` argues by contradiction: a nonzero wavefunction would make $1$ equal to $-1$. For three arguments, a single `linear_combination` adds the six relations of the opening chain with suitable signs and halves the result.

The theorem `all_symmetric_or_all_antisymmetric_witness` provides a nonzero antisymmetric example, the polynomial

$$(x_0-x_1)(x_0-x_2)(x_1-x_2).$$

Its value at $(2,1,0)$ is $2$, and the exchange relations are checked pair by pair. For three particles, `vandermondeThree` is the negative of the common convention $\prod_{i<j}(x_j-x_i)$. The polynomial is not square-integrable over unbounded coordinates, so it is not a physical state as it stands. Multiplying it by the symmetric Gaussian $e^{-|x_0|^2-|x_1|^2-|x_2|^2}$ makes it normalisable and leaves the exchange factors unchanged.

## Disjoint pairs, spin groups and rounding

Opposite signs on two pairs without a common particle do not force a wavefunction to vanish. The definition `pairedAmplitude` gives

$$\psi(x_0,x_1,x_2,x_3)=(x_0+x_1)(x_2-x_3).$$

It is nonzero, symmetric in particles $0,1$ and antisymmetric in particles $2,3$, as `disjoint_pairs_mixed_signs` proves. Like the three-particle polynomial, it becomes normalisable only after multiplication by a decaying factor, and a symmetric Gaussian in all four coordinates keeps both signs. The value of the polynomial at $(1,0,1,0)$ is $1$. The main theorem is not contradicted, because exchanging particles $1$ and $2$ has no constant factor: at that configuration it turns the value $1$ into $0$, whereas an exchange factor of a nonzero function must square to $1$.

The condition $\psi\ne0$ is also needed to restrict the factors, since the zero function satisfies the exchange relation for every complex $c$.

A constant factor for every pair is a real restriction in simulation work. A Monte Carlo trial function that depends only on the electron positions, with the spin of each electron fixed, usually changes sign under exchanges within a spin group, but in general has no constant factor for exchanges between the groups. An exception is the usual singlet function for one spin-up and one spin-down electron, whose spatial part is symmetric under exchange of the two positions. The full electronic wavefunction, with spin among the coordinates, is still antisymmetric under every exchange. For the function of positions, the all-pairs theorem can be applied within one spin group, with the other coordinates held fixed so that the remaining function is nonzero.

The step from this model to real electrons is the choice of sign: the theorem leaves both signs open, and that electrons take $-1$ is physical input.

The Lean equalities concern complex numbers, not floating-point values. If each of the six relations in the opening chain holds only to within $\varepsilon$, the triangle inequality gives $2|F(x,y,z)|\le6\varepsilon$, hence $|F(x,y,z)|\le3\varepsilon$; this estimate is a supplementary remark with no Lean theorem behind it.
